# The Dirac Wronskian and the radial Green function on a finite interval

When an electron in a spherical potential is perturbed, each radial channel of the first-order change in its wave function obeys a Dirac equation with a source, built from the perturbation and the unperturbed orbital. On a shell \(a\le r\le b\), with \(0<a<b\), and at an energy \(E\) that is not an eigenvalue of the boundary problem, a Green function solves this equation. It is made from a source-free solution \(\psi\) that meets a homogeneous boundary condition at \(a\) and another, \(\phi\), that meets one at \(b\). Its denominator is the Wronskian of the two solutions, which at a common energy has the same value at every radius.

## From the product rule to the response

Set \(\hbar=c=1\). Let \(m\) be the mass, \(k\) the relativistic angular quantum number (\(k=-1\) for s states), \(V\) the potential energy and \(E_i\) energies that include the rest energy. For \(i=1,2\), the real radial components \(P_i\) and \(Q_i\), which include a factor \(r\) so that overlaps are integrated with \(dr\) alone, satisfy

\[
P_i'=-\frac{k}{r}P_i+(E_i+m-V)Q_i,\qquad
Q_i'=\frac{k}{r}Q_i-(E_i-m-V)P_i .
\]

Write \(\psi=(P_1,Q_1)\), \(\phi=(P_2,Q_2)\), \(\psi\cdot\phi=P_1P_2+Q_1Q_2\) and \(W=W(\psi,\phi)=P_1Q_2-Q_1P_2\). Then

\[
\begin{aligned}
W'={}&P_1'Q_2+P_1Q_2'-Q_1'P_2-Q_1P_2'\\
={}&-\tfrac kr P_1Q_2+(E_1+m-V)Q_1Q_2+\tfrac kr P_1Q_2-(E_2-m-V)P_1P_2\\
&-\tfrac kr Q_1P_2+(E_1-m-V)P_1P_2+\tfrac kr Q_1P_2-(E_2+m-V)Q_1Q_2\\
={}&(E_1-E_2)\,\psi\cdot\phi .
\end{aligned}
\]

Integration gives

\[
W(b)-W(a)=(E_1-E_2)\int_a^b\psi\cdot\phi\,dr .
\]

At equal energies \(W\) is constant. At different energies, equal end values of \(W\) force the overlap to vanish.

Now let both energies equal \(E\), with \(W\ne0\). For any third solution \(\chi\), expanding the products gives

\[
W(\chi,\phi)\,\psi+W(\psi,\chi)\,\phi=W(\psi,\phi)\,\chi .
\]

All three Wronskians are constant, so \(\chi\) is a fixed combination of \(\psi\) and \(\phi\).

Let \(H\) be the radial Dirac operator, which sends \((P,Q)\) to the pair with upper component \((m+V)P-Q'+\frac kr Q\) and lower component \(P'+\frac kr P+(V-m)Q\). For a continuous source \(s=(f,g)\), the equation \((H-E)\chi=s\) adds \(+g\) to \(P'\) and \(-f\) to \(Q'\). Take

\[
\chi=-\frac{\phi A+\psi B}{W(a)},\qquad
A(r)=\int_a^r\psi\cdot s\,dt,\quad B(r)=\int_r^b\phi\cdot s\,dt .
\]

Since \(A'=\psi\cdot s\) and \(B'=-\phi\cdot s\), differentiating \(\chi\) reproduces the homogeneous terms and leaves

\[
\begin{aligned}
-\frac{P_2(P_1f+Q_1g)-P_1(P_2f+Q_2g)}{W(a)}&=g\,\frac{W(r)}{W(a)}=g,\\
-\frac{Q_2(P_1f+Q_1g)-Q_1(P_2f+Q_2g)}{W(a)}&=-f\,\frac{W(r)}{W(a)}=-f .
\end{aligned}
\]

Because \(A(a)=0\) and \(B(b)=0\), \(\chi\) is proportional to \(\psi\) at \(a\) and to \(\phi\) at \(b\), and inherits their homogeneous boundary conditions.

## Spinors, equations and sources in Lean

```lean
import Mathlib

open Set MeasureTheory

namespace RadialDiracGreen

noncomputable section
```

A spinor is a pair of real functions, with no normalisation imposed.

```lean
/-- A radial Dirac spinor with real upper component `P` and lower component `Q`. -/
structure Spinor where
  P : ℝ → ℝ
  Q : ℝ → ℝ
```

`IsSolution` states the two equations at every positive radius. The potential and the energies are real. Continuity of \(V\) is not assumed, but a finite jump, as in a square well, is excluded in effect: a derivative cannot have a jump, so both components of every solution would vanish there and \(W\) would be zero.

```lean
/-- The radial Dirac equations at energy `E` for mass `m`, angular number `k` and
potential `V`, on `r > 0`. -/
structure IsSolution (k m E : ℝ) (V : ℝ → ℝ) (ψ : Spinor) : Prop where
  upper : ∀ r, 0 < r → HasDerivAt ψ.P (-k * ψ.P r / r + (E + m - V r) * ψ.Q r) r
  lower : ∀ r, 0 < r → HasDerivAt ψ.Q (k * ψ.Q r / r - (E - m - V r) * ψ.P r) r
```

`IsDriven` adds the source, with `s.P` as \(f\) and `s.Q` as \(g\). The operator \(H\) is not defined separately in Lean; its equation is already solved for the derivatives. This invites a mistake: the upper source component \(f\) belongs in the equation for \(Q'\), not \(P'\), because the upper row of \(H\) contains the derivative of \(Q\).

```lean
/-- The radial Dirac equations `(H - E) χ = s` with a source spinor `s`, solved for the
derivatives of the two components. -/
structure IsDriven (k m E : ℝ) (V : ℝ → ℝ) (s χ : Spinor) : Prop where
  upper : ∀ r, 0 < r →
    HasDerivAt χ.P (-k * χ.P r / r + (E + m - V r) * χ.Q r + s.Q r) r
  lower : ∀ r, 0 < r →
    HasDerivAt χ.Q (k * χ.Q r / r - (E - m - V r) * χ.P r - s.P r) r
```

The next definitions are \(W\), the overlap density and the field \(\chi\), whose denominator is fixed at `a`.

```lean
/-- The Dirac Wronskian `P₁ Q₂ - Q₁ P₂` of two radial spinors. -/
def wronskian (ψ φ : Spinor) (r : ℝ) : ℝ := ψ.P r * φ.Q r - ψ.Q r * φ.P r

/-- The overlap density `P₁ P₂ + Q₁ Q₂` of two radial spinors. -/
def dot (ψ φ : Spinor) (r : ℝ) : ℝ := ψ.P r * φ.P r + ψ.Q r * φ.Q r

/-- The Green-function formula for a source `s` on `[a, b]`, with the spinor `ψ` in the role of the
inner solution and `φ` in the role of the outer solution. -/
def greenField (ψ φ s : Spinor) (a b : ℝ) : Spinor where
  P := fun r => -(φ.P r * (∫ t in a..r, dot ψ s t) + ψ.P r * (∫ t in r..b, dot φ s t))
    / wronskian ψ φ a
  Q := fun r => -(φ.Q r * (∫ t in a..r, dot ψ s t) + ψ.Q r * (∫ t in r..b, dot φ s t))
    / wronskian ψ φ a
```

## Constancy, orthogonality and span

The derivative theorem combines four product-rule terms; `ring` performs the cancellation above.

```lean
variable {k m E E₁ E₂ a b : ℝ} {V : ℝ → ℝ} {ψ φ χ s : Spinor}

/-- The Wronskian of two solutions changes at the rate given by the energy difference
times the overlap density. -/
theorem hasDerivAt_wronskian (h₁ : IsSolution k m E₁ V ψ) (h₂ : IsSolution k m E₂ V φ)
    {r : ℝ} (hr : 0 < r) :
    HasDerivAt (wronskian ψ φ) ((E₁ - E₂) * dot ψ φ r) r :=
  (((h₁.upper r hr).fun_mul (h₂.lower r hr)).fun_sub
    ((h₁.lower r hr).fun_mul (h₂.upper r hr))).congr_deriv (by unfold dot; ring)
```

Differentiability makes solutions continuous, so their overlap with a continuous spinor is continuous.

```lean
/-- The overlap density of a solution with a continuous spinor is continuous on `r > 0`. -/
theorem continuousOn_dot (h : IsSolution k m E V ψ)
    (hP : ContinuousOn s.P (Ioi 0)) (hQ : ContinuousOn s.Q (Ioi 0)) :
    ContinuousOn (dot ψ s) (Ioi 0) := by
  have h1 : ContinuousOn ψ.P (Ioi 0) :=
    fun r hr => (h.upper r hr).continuousAt.continuousWithinAt
  have h2 : ContinuousOn ψ.Q (Ioi 0) :=
    fun r hr => (h.lower r hr).continuousAt.continuousWithinAt
  exact (h1.mul hP).add (h2.mul hQ)
```

That continuity supplies the integrability needed for the fundamental theorem of calculus.

```lean
/-- The change of the Wronskian between two radii is the energy difference times the
overlap integral between them. -/
theorem wronskian_sub (h₁ : IsSolution k m E₁ V ψ) (h₂ : IsSolution k m E₂ V φ)
    (ha : 0 < a) (hb : 0 < b) :
    wronskian ψ φ b - wronskian ψ φ a = (E₁ - E₂) * ∫ r in a..b, dot ψ φ r := by
  have hsub : uIcc a b ⊆ Ioi 0 := fun x hx => lt_of_lt_of_le (lt_min ha hb) hx.1
  have hc : ContinuousOn (dot ψ φ) (Ioi 0) := continuousOn_dot h₁
    (fun r hr => (h₂.upper r hr).continuousAt.continuousWithinAt)
    (fun r hr => (h₂.lower r hr).continuousAt.continuousWithinAt)
  rw [← intervalIntegral.integral_const_mul]
  exact (intervalIntegral.integral_eq_sub_of_hasDerivAt
    (fun x hx => hasDerivAt_wronskian h₁ h₂ (hsub hx))
    ((hc.mono hsub).intervalIntegrable.const_mul (E₁ - E₂))).symm
```

Setting the energies equal removes the right-hand side.

```lean
/-- At equal energies the Wronskian has the same value at all positive radii. -/
theorem wronskian_const (h₁ : IsSolution k m E V ψ) (h₂ : IsSolution k m E V φ)
    (ha : 0 < a) (hb : 0 < b) : wronskian ψ φ a = wronskian ψ φ b := by
  have h := wronskian_sub h₁ h₂ ha hb
  rw [sub_self, zero_mul] at h
  linarith
```

For different energies, the nonzero factor \(E_1-E_2\) is cancelled instead.

```lean
/-- Solutions at different energies are orthogonal on an interval at whose two ends
their Wronskian takes the same value. -/
theorem orthogonal_of_wronskian_eq (h₁ : IsSolution k m E₁ V ψ)
    (h₂ : IsSolution k m E₂ V φ) (ha : 0 < a) (hb : 0 < b) (hE : E₁ ≠ E₂)
    (hW : wronskian ψ φ a = wronskian ψ φ b) : ∫ r in a..b, dot ψ φ r = 0 := by
  have h := wronskian_sub h₁ h₂ ha hb
  rw [hW, sub_self] at h
  exact (mul_eq_zero.mp h.symm).resolve_left (sub_ne_zero.mpr hE)
```

For the span, the proof moves each constant Wronskian from `a` to `r`, then checks the algebraic identity componentwise.

```lean
/-- Two solutions at one energy with non-zero Wronskian span all solutions at that energy. -/
theorem solution_span (h₁ : IsSolution k m E V ψ) (h₂ : IsSolution k m E V φ)
    (h₃ : IsSolution k m E V χ) (ha : 0 < a) (hW : wronskian ψ φ a ≠ 0) :
    ∃ c d : ℝ, ∀ r, 0 < r →
      χ.P r = c * ψ.P r + d * φ.P r ∧ χ.Q r = c * ψ.Q r + d * φ.Q r := by
  -- the coefficients are ratios of constant Wronskians
  refine ⟨wronskian χ φ a / wronskian ψ φ a, wronskian ψ χ a / wronskian ψ φ a,
    fun r hr => ?_⟩
  rw [wronskian_const h₁ h₂ ha hr] at hW
  rw [wronskian_const h₁ h₂ ha hr, wronskian_const h₃ h₂ ha hr,
    wronskian_const h₁ h₃ ha hr]
  constructor <;>
    rw [div_mul_eq_mul_div, div_mul_eq_mul_div, ← add_div, eq_div_iff hW] <;>
    unfold wronskian <;> ring
```

## The driven solution and its endpoints

The hypothesis `hW` says that \(\psi\) and \(\phi\) are independent. Physically, when they carry the boundary conditions at \(a\) and \(b\), it means that \(E\) is not an eigenvalue of that boundary problem.

In the proof, `hA` and `hB` differentiate the integrals, `hone` states \(W(r)/W(a)=1\), and `linear_combination` multiplies that identity by \(g\) or \(-f\).

```lean
/-- The Green-function field built from two solutions with non-zero Wronskian solves the radial
Dirac equation `(H - E) χ = s` for every source `s` continuous on `r > 0`. -/
theorem greenField_isDriven (h₁ : IsSolution k m E V ψ) (h₂ : IsSolution k m E V φ)
    (ha : 0 < a) (hb : 0 < b) (hW : wronskian ψ φ a ≠ 0)
    (hP : ContinuousOn s.P (Ioi 0)) (hQ : ContinuousOn s.Q (Ioi 0)) :
    IsDriven k m E V s (greenField ψ φ s a b) := by
  have c₁ := continuousOn_dot h₁ hP hQ
  have c₂ := continuousOn_dot h₂ hP hQ
  have hsub : ∀ {x y : ℝ}, 0 < x → 0 < y → uIcc x y ⊆ Ioi 0 :=
    fun hx hy z hz => lt_of_lt_of_le (lt_min hx hy) hz.1
  -- the two overlap integrals vary only through their moving endpoint
  have hA : ∀ r, 0 < r → HasDerivAt (fun x => ∫ t in a..x, dot ψ s t) (dot ψ s r) r :=
    fun r hr => intervalIntegral.integral_hasDerivAt_right
      (c₁.mono (hsub ha hr)).intervalIntegrable
      (c₁.stronglyMeasurableAtFilter isOpen_Ioi r hr) (c₁.continuousAt (Ioi_mem_nhds hr))
  have hB : ∀ r, 0 < r → HasDerivAt (fun x => ∫ t in x..b, dot φ s t) (-dot φ s r) r :=
    fun r hr => intervalIntegral.integral_hasDerivAt_left
      (c₂.mono (hsub hr hb)).intervalIntegrable
      (c₂.stronglyMeasurableAtFilter isOpen_Ioi r hr) (c₂.continuousAt (Ioi_mem_nhds hr))
  -- constancy of the Wronskian gives the source its unit weight
  have hone : ∀ r, 0 < r →
      (ψ.P r * φ.Q r - ψ.Q r * φ.P r) / wronskian ψ φ a = 1 := by
    intro r hr
    have h : ψ.P r * φ.Q r - ψ.Q r * φ.P r = wronskian ψ φ a :=
      (wronskian_const h₁ h₂ ha hr).symm
    rw [h]
    exact div_self hW
  constructor
  · intro r hr
    refine ((((h₂.upper r hr).fun_mul (hA r hr)).fun_add
      ((h₁.upper r hr).fun_mul (hB r hr))).fun_neg.div_const (wronskian ψ φ a)).congr_deriv ?_
    simp only [greenField, dot]
    linear_combination (s.Q r) * hone r hr
  · intro r hr
    refine ((((h₂.lower r hr).fun_mul (hA r hr)).fun_add
      ((h₁.lower r hr).fun_mul (hB r hr))).fun_neg.div_const (wronskian ψ φ a)).congr_deriv ?_
    simp only [greenField, dot]
    linear_combination (-s.P r) * hone r hr
```

At each endpoint one integral has zero length, which leaves a multiple of a single solution.

```lean
/-- The Green-function field built from spinors `ψ` and `φ` is a multiple of `ψ` at `a` and a
multiple of `φ` at `b`. -/
theorem greenField_boundary (ψ φ s : Spinor) (a b : ℝ) :
    ((greenField ψ φ s a b).P a = -(∫ t in a..b, dot φ s t) / wronskian ψ φ a * ψ.P a ∧
     (greenField ψ φ s a b).Q a = -(∫ t in a..b, dot φ s t) / wronskian ψ φ a * ψ.Q a) ∧
    ((greenField ψ φ s a b).P b = -(∫ t in a..b, dot ψ s t) / wronskian ψ φ a * φ.P b ∧
     (greenField ψ φ s a b).Q b = -(∫ t in a..b, dot ψ s t) / wronskian ψ φ a * φ.Q b) := by
  refine ⟨⟨?_, ?_⟩, ⟨?_, ?_⟩⟩ <;>
    simp only [greenField, intervalIntegral.integral_same] <;> ring
```

A free example at \(E=m\), \(k=-1\) shows that a pair with nonzero Wronskian exists.

```lean
/-- For `V = 0`, `k = -1` and `E = m`, the spinors `(r, 0)` and `(-2m, 1/r)` are solutions
with Wronskian one. -/
theorem isSolution_witness (m : ℝ) :
    IsSolution (-1) m m (fun _ => 0) ⟨fun r => r, fun _ => 0⟩ ∧
    IsSolution (-1) m m (fun _ => 0) ⟨fun _ => -2 * m, fun r => r⁻¹⟩ ∧
    ∀ r, 0 < r →
      wronskian ⟨fun r => r, fun _ => 0⟩ ⟨fun _ => -2 * m, fun r => r⁻¹⟩ r = 1 := by
  refine ⟨⟨fun r hr => ?_, fun r hr => ?_⟩, ⟨fun r hr => ?_, fun r hr => ?_⟩,
    fun r hr => ?_⟩
  · exact (hasDerivAt_id' r).congr_deriv (by simp [hr.ne'])
  · exact (hasDerivAt_const r (0 : ℝ)).congr_deriv (by simp)
  · refine (hasDerivAt_const r (-2 * m)).congr_deriv ?_
    show (0 : ℝ) = -(-1) * (-2 * m) / r + (m + m - 0) * r⁻¹
    ring
  · refine (hasDerivAt_inv hr.ne').congr_deriv ?_
    show -(r ^ 2)⁻¹ = (-1) * r⁻¹ / r - (m - m - 0) * (-2 * m)
    ring
  · simp [wronskian, hr.ne']

end

end RadialDiracGreen
```

```lean
#print axioms RadialDiracGreen.orthogonal_of_wronskian_eq
-- 'RadialDiracGreen.orthogonal_of_wronskian_eq' depends on axioms: [propext, Classical.choice, Quot.sound]
#print axioms RadialDiracGreen.solution_span
-- 'RadialDiracGreen.solution_span' depends on axioms: [propext, Classical.choice, Quot.sound]
#print axioms RadialDiracGreen.greenField_isDriven
-- 'RadialDiracGreen.greenField_isDriven' depends on axioms: [propext, Classical.choice, Quot.sound]
#print axioms RadialDiracGreen.greenField_boundary
-- 'RadialDiracGreen.greenField_boundary' depends on axioms: [propext, Classical.choice, Quot.sound]
```

In relativistic atomic structure, this construction gives the first-order response of a single radial channel for one electron in a fixed spherical potential, with both boundaries at finite positive radii and at an energy \(E\) that is not an eigenvalue of that channel's boundary problem. At an eigenvalue \(W=0\), and the formula does not apply. For a static perturbation this happens in the unperturbed orbital's own channel, if the orbital meets the same boundary conditions. Limits to the origin or to infinity require separate control of the solutions and integrals there.
